# For $t>0$, a Hermitian matrix $H$ with spectrum in $[-\pi/t,\pi/t)$ has the same eigenvectors as $e^{-iHt}$

A level of energy $E$ collects the phase factor $e^{-iEt}$ in time $t$ (with $\hbar=1$), which fixes $E$ only up to multiples of $2\pi/t$, so reading energies from phases requires a choice of which energies to admit. Here they are the ones with $-\pi\le Et<\pi$, and the spectrum of the Hamiltonian is assumed to lie among them.

```lean
import Mathlib

open Matrix
open scoped Real

namespace EnergyAliasing

noncomputable section

variable {n : Type*} [Fintype n] [DecidableEq n]

/-- The propagator `exp(-iHt)` of the Hamiltonian matrix `H` at time `t`. -/
def evolution (H : Matrix n n ℂ) (t : ℝ) : Matrix n n ℂ :=
  NormedSpace.exp ((-(Complex.I * t)) • H)

/-- The phase factor `exp(-iEt)` collected by a level of energy `E` in time `t`. -/
def phase (t E : ℝ) : ℂ := Complex.exp (-(Complex.I * t) * E)

/-- The energy window of the evolution time `t`: the energies with `-π ≤ E t < π`. -/
def window (t : ℝ) : Set ℝ := {E | -π ≤ E * t ∧ E * t < π}

/-- For positive time the energy window is the half-open interval `[-π/t, π/t)`. -/
theorem mem_window_iff {t : ℝ} (ht : 0 < t) (E : ℝ) :
    E ∈ window t ↔ E ∈ Set.Ico (-(π / t)) (π / t) := by
  change (-π ≤ E * t ∧ E * t < π) ↔ (-(π / t) ≤ E ∧ E < π / t)
  rw [← neg_div, div_le_iff₀ ht, lt_div_iff₀ ht]

/-- Aliasing rule: at a nonzero time, two energies give the same phase factor exactly when
they differ by an integer multiple of `2π/t`. -/
theorem phase_eq_iff {t : ℝ} (ht : t ≠ 0) {E E' : ℝ} :
    phase t E = phase t E' ↔ ∃ k : ℤ, E = E' + 2 * π * k / t := by
  rw [phase, phase, Complex.exp_eq_exp_iff_exists_int]
  constructor
  · rintro ⟨m, hm⟩
    have hC : ((E * t : ℝ) : ℂ) = ((E' * t - 2 * π * m : ℝ) : ℂ) := by
      push_cast
      linear_combination Complex.I * hm +
        ((E : ℂ) * t - E' * t + 2 * π * m) * Complex.I_sq
    have hR : E * t = E' * t - 2 * π * m := Complex.ofReal_injective hC
    have hk : 2 * π * ((-m : ℤ) : ℝ) / t = E - E' := by
      rw [div_eq_iff ht]
      push_cast
      linarith
    exact ⟨-m, by linarith⟩
  · rintro ⟨k, hk⟩
    have hR : E * t = E' * t + 2 * π * k := by
      rw [hk]
      field_simp
    have hC : (E : ℂ) * t = E' * t + 2 * π * k := by exact_mod_cast hR
    refine ⟨-k, ?_⟩
    push_cast
    linear_combination (-Complex.I) * hC

/-- At a nonzero time, different energies in the window have different phase factors. -/
theorem phase_injOn {t : ℝ} (ht : t ≠ 0) : Set.InjOn (phase t) (window t) := by
  intro E hE E' hE' h
  obtain ⟨k, hk⟩ := (phase_eq_iff ht).1 h
  have hR : E * t = E' * t + 2 * π * k := by
    rw [hk]
    field_simp
  obtain ⟨h1, h2⟩ := hE
  obtain ⟨h3, h4⟩ := hE'
  -- the two angles differ by less than a full turn, so the winding number is zero
  have hlt : (k : ℝ) < 1 := by nlinarith [Real.pi_pos]
  have hgt : (-1 : ℝ) < k := by nlinarith [Real.pi_pos]
  have hlt' : k < 1 := by exact_mod_cast hlt
  have hgt' : -1 < k := by exact_mod_cast hgt
  have hk0 : k = 0 := by omega
  simpa [hk0] using hk

/-- The propagator of a diagonal Hamiltonian is the diagonal matrix of its phase factors. -/
theorem evolution_diagonal (e : n → ℝ) (t : ℝ) :
    evolution (diagonal fun i => (e i : ℂ)) t = diagonal fun i => phase t (e i) := by
  have hd : (-(Complex.I * t)) • diagonal (fun i => (e i : ℂ)) =
      diagonal (fun i => -(Complex.I * t) * (e i : ℂ)) :=
    (Matrix.diagonal_smul (-(Complex.I * t)) (fun i => (e i : ℂ))).symm
  rw [evolution, hd, Matrix.exp_diagonal]
  refine congrArg Matrix.diagonal (funext fun i => ?_)
  -- evaluation at one level is a continuous ring homomorphism
  have h : NormedSpace.exp (fun j => -(Complex.I * t) * (e j : ℂ)) i =
      NormedSpace.exp (-(Complex.I * t) * (e i : ℂ)) :=
    NormedSpace.map_exp (Pi.evalRingHom (fun _ : n => ℂ) i) (continuous_apply i)
      (fun j => -(Complex.I * t) * (e j : ℂ))
  rw [h, phase, Complex.exp_eq_exp_ℂ]

/-- For a matrix `U D V` with `D` diagonal and `U V = 1`, the eigenvalue equation for `v` is a
separate condition on each component of `V v`. -/
theorem eigen_iff_components {U V : Matrix n n ℂ} (hUV : U * V = 1) (d : n → ℂ) (c : ℂ)
    (v : n → ℂ) :
    (U * diagonal d * V) *ᵥ v = c • v ↔ ∀ i, d i * (V *ᵥ v) i = c * (V *ᵥ v) i := by
  have hVU : V * U = 1 := mul_eq_one_comm.1 hUV
  constructor
  · intro h i
    have e : V * (U * diagonal d * V) = diagonal d * V := by
      rw [← mul_assoc, ← mul_assoc, hVU, one_mul]
    have h2 : V *ᵥ ((U * diagonal d * V) *ᵥ v) = V *ᵥ (c • v) := by rw [h]
    rw [mulVec_mulVec, e, ← mulVec_mulVec, mulVec_smul] at h2
    simpa only [mulVec_diagonal, Pi.smul_apply, smul_eq_mul] using congrFun h2 i
  · intro h
    have h2 : diagonal d *ᵥ (V *ᵥ v) = c • (V *ᵥ v) := by
      ext i
      simpa only [mulVec_diagonal, Pi.smul_apply, smul_eq_mul] using h i
    rw [← mulVec_mulVec, ← mulVec_mulVec, h2, mulVec_smul, mulVec_mulVec, hUV, one_mulVec]

/-- A Hermitian Hamiltonian and its propagators at all times are diagonal in one common basis,
with the energies and their phase factors on the diagonal. -/
theorem common_diagonalisation {H : Matrix n n ℂ} (hH : H.IsHermitian) :
    ∃ U V : Matrix n n ℂ, U * V = 1 ∧
      H = U * diagonal (fun i => (hH.eigenvalues i : ℂ)) * V ∧
      ∀ t, evolution H t = U * diagonal (fun i => phase t (hH.eigenvalues i)) * V := by
  obtain ⟨U, hU, hs⟩ : ∃ U : Matrix n n ℂ, U * star U = 1 ∧
      H = U * diagonal (fun i => (hH.eigenvalues i : ℂ)) * star U := by
    have h := hH.spectral_theorem
    rw [Unitary.conjStarAlgAut_apply] at h
    exact ⟨hH.eigenvectorUnitary, mem_unitaryGroup_iff.1 hH.eigenvectorUnitary.2, h⟩
  refine ⟨U, star U, hU, hs, fun t => ?_⟩
  have hinv : U⁻¹ = star U := Matrix.inv_eq_right_inv hU
  have hu : IsUnit U := ⟨⟨U, star U, hU, mul_eq_one_comm.1 hU⟩, rfl⟩
  -- the exponential commutes with the change of basis
  rw [← evolution_diagonal hH.eigenvalues t, ← hinv, evolution, evolution,
    ← Matrix.exp_conj _ _ hu, Matrix.mul_smul, Matrix.smul_mul, hinv, ← hs]

/-- Phase readout without aliasing: if `t ≠ 0` and the spectrum of the Hermitian matrix `H` and
the energy `E` lie in the window, then `exp(-iHt) v = exp(-iEt) v` exactly when `H v = E v`. -/
theorem evolution_eigen_iff {H : Matrix n n ℂ} (hH : H.IsHermitian) {t : ℝ} (ht : t ≠ 0)
    (hw : ∀ i, hH.eigenvalues i ∈ window t) {E : ℝ} (hE : E ∈ window t) (v : n → ℂ) :
    evolution H t *ᵥ v = phase t E • v ↔ H *ᵥ v = (E : ℂ) • v := by
  obtain ⟨U, V, hUV, hs, he⟩ := common_diagonalisation hH
  have key := eigen_iff_components hUV (fun i => (hH.eigenvalues i : ℂ)) E v
  rw [← hs] at key
  rw [key, he t, eigen_iff_components hUV]
  refine forall_congr' fun i => ?_
  simp only [mul_eq_mul_right_iff]
  -- for each level, equal phase factors mean equal energies
  exact or_congr ⟨fun h => congrArg Complex.ofReal (phase_injOn ht (hw i) hE h),
    fun h => by rw [Complex.ofReal_injective h]⟩ Iff.rfl

/-- If `t ≠ 0`, the spectrum of the Hermitian matrix `H` lies in the window and a nonzero `v` is an
eigenvector of the propagator with eigenvalue `z`, then `v` is an eigenvector of `H`, and its energy
is the only one in the window with phase factor `z`. -/
theorem energy_of_eigenphase {H : Matrix n n ℂ} (hH : H.IsHermitian) {t : ℝ} (ht : t ≠ 0)
    (hw : ∀ i, hH.eigenvalues i ∈ window t) {v : n → ℂ} (hv : v ≠ 0) {z : ℂ}
    (h : evolution H t *ᵥ v = z • v) :
    ∃ E ∈ window t, H *ᵥ v = (E : ℂ) • v ∧ ∀ E' ∈ window t, phase t E' = z ↔ E' = E := by
  obtain ⟨U, V, hUV, -, he⟩ := common_diagonalisation hH
  have hne : V *ᵥ v ≠ 0 := by
    intro h0
    apply hv
    rw [← one_mulVec v, ← hUV, ← mulVec_mulVec, h0, mulVec_zero]
  obtain ⟨i, hi⟩ := Function.ne_iff.1 hne
  have h' := h
  rw [he t, eigen_iff_components hUV] at h'
  have hz : phase t (hH.eigenvalues i) = z := mul_right_cancel₀ hi (h' i)
  refine ⟨hH.eigenvalues i, hw i, ?_, fun E' hE' => ⟨fun hp => ?_, fun hp => ?_⟩⟩
  · exact (evolution_eigen_iff hH ht hw (hw i) v).1 (by rw [hz]; exact h)
  · exact phase_injOn ht hE' (hw i) (hp.trans hz.symm)
  · rw [hp, hz]

/-- Two Hermitian Hamiltonians with spectra in the window of a time `t ≠ 0` are equal if their
propagators at that time are equal. -/
theorem hamiltonian_unique {H K : Matrix n n ℂ} (hH : H.IsHermitian) (hK : K.IsHermitian)
    {t : ℝ} (ht : t ≠ 0) (hwH : ∀ i, hH.eigenvalues i ∈ window t)
    (hwK : ∀ i, hK.eigenvalues i ∈ window t) (h : evolution H t = evolution K t) : H = K := by
  obtain ⟨U, V, hUV, hs, -⟩ := common_diagonalisation hH
  have hVU : V * U = 1 := mul_eq_one_comm.1 hUV
  -- both Hamiltonians act alike on every column of `U`
  have hcol : ∀ i, H *ᵥ (U *ᵥ Pi.single i 1) = K *ᵥ (U *ᵥ Pi.single i 1) := by
    intro i
    have key := eigen_iff_components hUV (fun j => (hH.eigenvalues j : ℂ))
      (hH.eigenvalues i) (U *ᵥ Pi.single i 1)
    have hx : V *ᵥ (U *ᵥ Pi.single i 1) = Pi.single i 1 := by
      rw [mulVec_mulVec, hVU, one_mulVec]
    rw [← hs, hx] at key
    have h1 := key.2 fun j => by
      by_cases hj : j = i
      · rw [hj]
      · simp [Pi.single_eq_of_ne hj]
    have h2 := (evolution_eigen_iff hH ht hwH (hwH i) _).2 h1
    rw [h] at h2
    exact h1.trans ((evolution_eigen_iff hK ht hwK (hwH i) _).1 h2).symm
  have hU : H * U = K * U := Matrix.ext_of_mulVec_single fun i => by
    rw [← mulVec_mulVec, ← mulVec_mulVec]
    exact hcol i
  calc H = H * U * V := by rw [mul_assoc, hUV, mul_one]
    _ = K * U * V := by rw [hU]
    _ = K := by rw [mul_assoc, hUV, mul_one]

/-- The two-level Hamiltonian with energies `-π/t` and `π/t`, for `t ≠ 0`. -/
def edgeHamiltonian (t : ℝ) : Matrix (Fin 2) (Fin 2) ℂ :=
  diagonal fun i => ((![-(π / t), π / t] : Fin 2 → ℝ) i : ℂ)

/-- With energies at both ends `-π/t` and `π/t`, where `t ≠ 0`, the vector `(1, 1)` is an
eigenvector of the propagator but not of the Hamiltonian. -/
theorem closed_window_aliases {t : ℝ} (ht : t ≠ 0) :
    evolution (edgeHamiltonian t) t *ᵥ ![1, 1] = phase t (-(π / t)) • ![1, 1] ∧
      ∀ E : ℂ, edgeHamiltonian t *ᵥ ![1, 1] ≠ E • ![1, 1] := by
  constructor
  · have hp : phase t (π / t) = phase t (-(π / t)) :=
      (phase_eq_iff ht).2 ⟨1, by push_cast; ring⟩
    rw [edgeHamiltonian, evolution_diagonal]
    ext i
    rw [mulVec_diagonal]
    fin_cases i <;> simp [hp]
  · intro E h
    have h0 := congrFun h 0
    have h1 := congrFun h 1
    simp [edgeHamiltonian, mulVec_diagonal] at h0 h1
    have hne : (π : ℂ) / t ≠ 0 :=
      div_ne_zero (by exact_mod_cast Real.pi_ne_zero) (by exact_mod_cast ht)
    exact hne (by linear_combination (h1 - h0) / 2)

end

end EnergyAliasing
```

```lean
#print axioms EnergyAliasing.mem_window_iff
-- 'EnergyAliasing.mem_window_iff' depends on axioms: [propext, Classical.choice, Quot.sound]
#print axioms EnergyAliasing.energy_of_eigenphase
-- 'EnergyAliasing.energy_of_eigenphase' depends on axioms: [propext, Classical.choice, Quot.sound]
#print axioms EnergyAliasing.hamiltonian_unique
-- 'EnergyAliasing.hamiltonian_unique' depends on axioms: [propext, Classical.choice, Quot.sound]
#print axioms EnergyAliasing.closed_window_aliases
-- 'EnergyAliasing.closed_window_aliases' depends on axioms: [propext, Classical.choice, Quot.sound]
```

## One eigenvalue equation in place of another

The main theorem, `evolution_eigen_iff`, takes a Hermitian matrix $H$, a real time $t\neq0$ and a real energy $E$. If all eigenvalues of $H$ and $E$ itself lie in the window, then for every vector $v$
$$e^{-iHt}v=e^{-iEt}v\quad\Longleftrightarrow\quad Hv=Ev .$$
Since $v$ is arbitrary, the two eigenspaces coincide, degenerate levels included. If $E$ is not an eigenvalue of $H$, both contain only the zero vector.

The Lean objects correspond to the physics as follows.

- `n` is a finite type that labels the basis states, `H : Matrix n n ℂ` is the Hamiltonian in that basis, and `v : n → ℂ` is a state vector, not necessarily normalised.
- `evolution H t` is the propagator $e^{-iHt}$, defined as a matrix exponential.
- `phase t E` is the complex number $e^{-iEt}$, not the angle that is often called the phase.
- `window t` is the set of energies with $-\pi\le Et<\pi$. For $t>0$, `mem_window_iff` shows that this is $[-\pi/t,\pi/t)$. For negative $t$ the included end is the upper one.
- `hH.eigenvalues i` is the $i$-th eigenvalue of $H$, written $\varepsilon_i$ below, and `hw` says that each of them is in the window.

At $t=0$ the window contains every real number, but the propagator is the identity and all phase factors are 1. This is why $t\neq0$ is a separate hypothesis.

## What the window means for phase estimation

Quantum phase estimation can obtain energies from the eigenphases of a propagator. For an electronic Hamiltonian represented by a finite matrix, the theorem gives a sufficient condition on the evolution time: with the spectrum inside the window, each eigenphase belongs to one energy. The condition `hw` is assumed, so a bound on the spectrum has to come from elsewhere, and a shift of the energy zero may be needed to centre the spectrum.

The theorem concerns an exact eigenvalue equation. Data measured on a device have finite resolution, and in general the propagator is implemented only approximately and the input state is not an exact eigenvector.

## Equal phases and full turns

Let $E$ and $E'$ be two energies with $e^{-iEt}=e^{-iE't}$. Two complex exponentials are equal exactly when their exponents differ by a multiple of $2\pi i$, so for some integer $m$
$$-iEt=-iE't+2\pi i m .$$
Multiplication by $i$ gives $Et=E't-2\pi m$. With $k=-m$ and $t\neq0$,
$$E=E'+\frac{2\pi k}{t}.$$
Every step can be reversed. This is `phase_eq_iff`: the `linear_combination` steps carry out the multiplication by $\pm i$, and `Complex.ofReal_injective` passes from the complex equation to the real one.

If both energies lie in the window, $Et$ and $E't$ are in $[-\pi,\pi)$, so their difference $2\pi k$ is strictly between $-2\pi$ and $2\pi$. Hence $-1<k<1$, so $k=0$ and $E=E'$. In `phase_injOn`, `nlinarith` supplies the two bounds on $k$ and `omega` concludes that the integer is zero.

## The same components decide both equations

The spectral theorem gives a unitary $U$ whose columns are eigenvectors of $H$. With $V=U^\dagger$ and $D=\mathrm{diag}(\varepsilon_i)$,
$$H=UDV,\qquad UV=VU=1 .$$
In each power of $H$ the inner factors $VU$ cancel, so $H^m=UD^mV$. Summing the exponential series gives
$$e^{-iHt}=U\,\mathrm{diag}\!\left(e^{-i\varepsilon_i t}\right)V .$$
`evolution_diagonal` treats the diagonal case by evaluating the exponential entry by entry. `common_diagonalisation` then combines the spectral theorem with `Matrix.exp_conj`, which moves the change of basis through the exponential.

Now let $c_i=(Vv)_i$ be the amplitude of $v$ on the $i$-th eigenvector. Multiplying $Hv=Ev$ from the left by $V$ gives
$$\varepsilon_i c_i=E c_i\quad\text{for all } i,$$
and multiplying by $U$ leads back. In the same way, $e^{-iHt}v=e^{-iEt}v$ is equivalent to
$$e^{-i\varepsilon_i t}c_i=e^{-iEt}c_i\quad\text{for all } i .$$
Both reductions are instances of `eigen_iff_components`, which is stated for any diagonal entries `d` and any number `c`.

For each $i$, the first condition says that $\varepsilon_i=E$ or $c_i=0$. The second says that $e^{-i\varepsilon_i t}=e^{-iEt}$ or $c_i=0$. Since $\varepsilon_i$ and $E$ are both in the window, equal phase factors mean equal energies, and the conditions agree. In `evolution_eigen_iff`, the rewriting rule `mul_eq_mul_right_iff` produces these alternatives and `or_congr` matches them, with `phase_injOn` used in the direction from phases to energies.

## From an eigenphase to an energy, and from a propagator to $H$

In phase estimation the phase is found first and the energy is inferred from it. `energy_of_eigenphase` starts from a nonzero $v$ with $e^{-iHt}v=zv$, where $z$ may be any complex number. Since $U(Vv)=v\neq0$, some amplitude $c_i$ is nonzero. The component equation $e^{-i\varepsilon_i t}c_i=zc_i$ then gives $z=e^{-i\varepsilon_i t}$. Taking $E=\varepsilon_i$, the main theorem yields $Hv=Ev$, and injectivity shows that no other energy in the window has the phase factor $z$.

`hamiltonian_unique` compares two Hermitian matrices $H$ and $K$, both with spectra in the window, whose propagators at the one time $t$ are equal. Let $u_i$ be the $i$-th column of $U$, written in Lean as `U *ᵥ Pi.single i 1`. Then:

1. $Hu_i=\varepsilon_i u_i$, so $e^{-iHt}u_i=e^{-i\varepsilon_i t}u_i$ by the main theorem.
2. The propagators are equal, so $e^{-iKt}u_i=e^{-i\varepsilon_i t}u_i$.
3. The main theorem, applied to $K$, gives $Ku_i=\varepsilon_i u_i$.

Thus $H$ and $K$ agree on every column of $U$, which means $HU=KU$. Multiplication by $V$ from the right gives $H=K$, as in the final `calc` block.

## A superposition of the two edge levels

The main theorem would fail if the spectrum were allowed to contain both ends of the interval. `edgeHamiltonian t` is the two-level matrix $\mathrm{diag}(-\pi/t,\pi/t)$ with $t\neq0$. Its energies differ by $2\pi/t$, and both phase factors equal $-1$. The propagator is therefore minus the identity, and the superposition $(1,1)/\sqrt2$ is one of its eigenvectors. The code uses the unnormalised vector $(1,1)$, which makes no difference to either eigenvalue equation.

If this vector were also an eigenvector of the Hamiltonian with eigenvalue $E$, its two components would require
$$-\frac{\pi}{t}=E\qquad\text{and}\qquad\frac{\pi}{t}=E .$$
Subtracting the first from the second and halving gives $\pi/t=0$, which is false. `closed_window_aliases` proves both parts: the equality of phases is `phase_eq_iff` with $k=1$, and the contradiction comes from the same subtraction of components. Read in the half-open window, the phase factor $-1$ would give the single energy $-\pi/t$ for a superposition of two levels, which has no definite energy.
